# Total Jz annihilates every combination of triplet and spin-1 states with opposite projections

Two spins 1/2 in their triplet states are paired with a spin 1 so that projection M of the triplet always meets projection −M of the spin 1. The declaration `opposite_projection` says that total Jz sends the sum of c_M t_M ⊗ e_(−M) to zero, for any three complex coefficients c_M. The triplet vectors t_M are normalised, but the coefficients are free, so the sum need not be. The proof uses `total_z_apply` to turn each component into the sum of the three projections times the amplitude, then checks the twelve components one by one.

The failing Lean file:

```lean
import Mathlib

open Matrix

namespace WignerThreeJPhase

noncomputable section

/-- Amplitudes of a state of two spins 1/2 and one spin 1. Index 0 is the highest projection
in each slot. -/
abbrev State := Fin 2 → Fin 2 → Fin 3 → ℂ

/-- The number √2 as a complex number. -/
def rt2 : ℂ := ((Real.sqrt 2 : ℝ) : ℂ)

/-- The spin-1/2 matrix of Jz. -/
def sz : Matrix (Fin 2) (Fin 2) ℂ := !![1/2, 0; 0, -1/2]

/-- The spin-1 matrix of Jz. -/
def lz : Matrix (Fin 3) (Fin 3) ℂ := !![1, 0, 0; 0, 0, 0; 0, 0, -1]

/-- The total operator A⊗1⊗1 + 1⊗A⊗1 + 1⊗1⊗B acting on a state. -/
def total (A : Matrix (Fin 2) (Fin 2) ℂ) (B : Matrix (Fin 3) (Fin 3) ℂ) (ψ : State) : State :=
  fun a b k => ∑ a', A a a' * ψ a' b k + ∑ b', A b b' * ψ a b' k + ∑ k', B k k' * ψ a b k'

/-- The normalised triplet vectors of two spins 1/2, for M = 1, 0, -1 in this order. -/
def triplet : Fin 3 → Matrix (Fin 2) (Fin 2) ℂ :=
  ![!![1, 0; 0, 0], !![0, rt2 / 2; rt2 / 2, 0], !![0, 0; 0, 1]]

/-- The product of a two-spin state with the spin-1 basis vector of index N. -/
def tensor (χ : Matrix (Fin 2) (Fin 2) ℂ) (N : Fin 3) : State :=
  fun a b k => χ a b * (if k = N then 1 else 0)

/-- The reversal M ↦ -M on the spin-1 indices. -/
def opp : Fin 3 → Fin 3 := ![2, 1, 0]

/-- The sum over M of c_M t_M ⊗ e_σ(M). -/
def pair (σ : Fin 3 → Fin 3) (c : Fin 3 → ℂ) : State :=
  fun a b k => ∑ M, c M * tensor (triplet M) (σ M) a b k

/-- Total Jz multiplies each amplitude by the sum of the three projections. -/
theorem total_z_apply (ψ : State) (a b : Fin 2) (k : Fin 3) :
    total sz lz ψ a b k = (sz a a + sz b b + lz k k) * ψ a b k := by
  fin_cases a <;> fin_cases b <;> fin_cases k <;>
    simp [total, sz, lz, Fin.sum_univ_two, Fin.sum_univ_three] <;> ring1

/-- Every sum of c_M t_M ⊗ e_(-M) is killed by total Jz. -/
theorem opposite_projection (c : Fin 3 → ℂ) : total sz lz (pair opp c) = 0 := by
  funext a b k
  rw [total_z_apply]
  fin_cases a <;> fin_cases b <;> fin_cases k <;>
    norm_num [sz, lz, pair, tensor, triplet, opp, Fin.sum_univ_three]

end

end WignerThreeJPhase
```

Messages:

```
Main.lean:48:78: error: unsolved goals
case «0».«0».«0»
c : Fin 3 → ℂ
⊢ (c 0 * if 0 = 2 then 1 else 0) +
      c 2 * (![!![1, 0; 0, 0], !![0, rt2 / 2; rt2 / 2, 0], !![0, 0; 0, 1]] 2 0 0 * if 0 = ![2, 1, 0] 2 then 1 else 0) =
    0

case «0».«0».«1»
c : Fin 3 → ℂ
⊢ (c 0 * if 1 = 2 then 1 else 0) +
      c 2 * (![!![1, 0; 0, 0], !![0, rt2 / 2; rt2 / 2, 0], !![0, 0; 0, 1]] 2 0 0 * if 1 = ![2, 1, 0] 2 then 1 else 0) =
    0

case «0».«1».«0»
c : Fin 3 → ℂ
⊢ c 2 = 0 ∨
    ![!![1, 0; 0, 0], !![0, rt2 / 2; rt2 / 2, 0], !![0, 0; 0, 1]] 2 0 1 = 0 ∨ (if 0 = ![2, 1, 0] 2 then 1 else 0) = 0

case «0».«1».«2»
c : Fin 3 → ℂ
⊢ c 2 = 0 ∨
    ![!![1, 0; 0, 0], !![0, rt2 / 2; rt2 / 2, 0], !![0, 0; 0, 1]] 2 0 1 = 0 ∨
      (if ⟨2, ⋯⟩ = ![2, 1, 0] 2 then 1 else 0) = 0

case «1».«0».«0»
c : Fin 3 → ℂ
⊢ c 2 = 0 ∨
    ![!![1, 0; 0, 0], !![0, rt2 / 2; rt2 / 2, 0], !![0, 0; 0, 1]] 2 1 0 = 0 ∨ (if 0 = ![2, 1, 0] 2 then 1 else 0) = 0

case «1».«0».«2»
c : Fin 3 → ℂ
⊢ c 2 = 0 ∨
    ![!![1, 0; 0, 0], !![0, rt2 / 2; rt2 / 2, 0], !![0, 0; 0, 1]] 2 1 0 = 0 ∨
      (if ⟨2, ⋯⟩ = ![2, 1, 0] 2 then 1 else 0) = 0

case «1».«1».«1»
c : Fin 3 → ℂ
⊢ c 2 = 0 ∨
    ![!![1, 0; 0, 0], !![0, rt2 / 2; rt2 / 2, 0], !![0, 0; 0, 1]] 2 1 1 = 0 ∨ (if 1 = ![2, 1, 0] 2 then 1 else 0) = 0

case «1».«1».«2»
c : Fin 3 → ℂ
⊢ c 2 = 0 ∨
    ![!![1, 0; 0, 0], !![0, rt2 / 2; rt2 / 2, 0], !![0, 0; 0, 1]] 2 1 1 = 0 ∨
      (if ⟨2, ⋯⟩ = ![2, 1, 0] 2 then 1 else 0) = 0
```

The mended proof, as a diff:

```diff
@@ -50,5 +50,5 @@
   rw [total_z_apply]
   fin_cases a <;> fin_cases b <;> fin_cases k <;>
-    norm_num [sz, lz, pair, tensor, triplet, opp, Fin.sum_univ_three]
+    simp [sz, lz, pair, tensor, triplet, opp, Fin.sum_univ_three] <;> norm_num
 
 end
```

What went wrong. The error lists eight components left unproved. They are those whose projections do not add to zero, so the amplitude itself must be shown to vanish. All eight goals are true, but `norm_num` stopped before working out the amplitudes: entries at index 2, such as `![2, 1, 0] 2`, are still unevaluated, and so are tests between indices such as `0 = 2`.

In Mathlib these steps are done by simprocs, small programs that `simp` runs by default and `norm_num` does not. Lemmas given to `norm_num` by name, such as `triplet` and `opp`, unfold the definitions but do not supply those programs.

The repair calls `simp` with the same list, so the entries are read off and the index tests decided. The `norm_num` after `<;>` runs on any goals `simp` leaves, to finish arithmetic such as 1/2 + 1/2 − 1 = 0, which is what makes the other four components vanish.
